# Three velocity Verlet steps return every state of a harmonic oscillator exactly when \(wh=\sqrt3\), and four exactly when \(wh=\sqrt2\)

Q: I simulate a molecule with a stiff bond vibration of angular frequency \(w\), and I want the longest time step \(h\) that the bond tolerates. The usual linear limit is \(wh<2\). Yet anharmonic simulations can misbehave at smaller steps, near those where the numerical vibration repeats after three or four steps. You offer me a statement about powers of a \(2\times2\) matrix. Where is the integrator in that?

A: It comes first, as an update rule for any acceleration function. The matrix is derived from it. The letter \(w\) is the textbook \(\omega\).

```lean
import Mathlib

open Matrix
open scoped Real

namespace VerletResonance

noncomputable section
```

A: In the definition below, `x 0` is the position \(q\), `x 1` is the velocity \(v\), and `a` is force divided by mass. A step first moves the position, then updates the velocity with the mean of the old and new accelerations.

```lean
/-- One velocity Verlet step of length `h` for the acceleration function `a`, acting on the
pair (position, velocity). -/
def velocityVerlet (a : ℝ → ℝ) (h : ℝ) (x : Fin 2 → ℝ) : Fin 2 → ℝ :=
  ![x 0 + h * x 1 + h ^ 2 / 2 * a (x 0),
    x 1 + h / 2 * (a (x 0) + a (x 0 + h * x 1 + h ^ 2 / 2 * a (x 0)))]
```

Q: And for the spring?

A: Put \(a(q)=-w^2q\) and write \(s=(wh)^2\). The new position is
\[
q'=\left(1-\tfrac s2\right)q+hv ,
\]
and the new velocity is
\[
v'=v-\tfrac{w^2h}{2}(q+q')=-w^2h\left(1-\tfrac s4\right)q+\left(1-\tfrac s2\right)v .
\]
The coefficients form the matrix \(A\), called `verletMatrix w h`.

```lean
/-- The velocity Verlet matrix of a harmonic oscillator with angular frequency `w` and
time step `h`. -/
def verletMatrix (w h : ℝ) : Matrix (Fin 2) (Fin 2) ℝ :=
  !![1 - (w * h) ^ 2 / 2, h;
    -(w ^ 2 * h * (1 - (w * h) ^ 2 / 4)), 1 - (w * h) ^ 2 / 2]
```

A: The next theorem states that the rule and the matrix agree for all real \(w\), \(h\) and every state. Its proof compares the two components, and `ring` does the algebra above.

```lean
/-- For the harmonic acceleration `-w² q`, a velocity Verlet step is multiplication by the
velocity Verlet matrix. -/
theorem velocityVerlet_harmonic (w h : ℝ) (x : Fin 2 → ℝ) :
    velocityVerlet (fun q => -w ^ 2 * q) h x = verletMatrix w h *ᵥ x := by
  ext i
  fin_cases i <;>
    simp [velocityVerlet, verletMatrix, Matrix.mulVec, dotProduct, Fin.sum_univ_two] <;> ring
```

Q: Does this matrix have the properties I expect of Verlet?

A: Its determinant is
\[
\left(1-\tfrac s2\right)^2+s\left(1-\tfrac s4\right)=1 ,
\]
so a step preserves phase-space area. Its trace is \(2-s\). The proof expands both for a \(2\times2\) matrix.

```lean
/-- The velocity Verlet matrix has determinant 1 and trace `2 - (wh)²`. -/
theorem det_and_trace (w h : ℝ) :
    (verletMatrix w h).det = 1 ∧ (verletMatrix w h).trace = 2 - (w * h) ^ 2 := by
  constructor
  · rw [verletMatrix, Matrix.det_fin_two_of]
    ring
  · rw [verletMatrix, Matrix.trace_fin_two_of]
    ring
```

Q: Area preservation doesn't tell me when a trajectory repeats.

A: For that, let \(w\) and \(h\) be positive from now on. First take \(wh<2\) and write \(wh=2\sin\varphi\) with \(0<\varphi<\pi/2\). Then
\[
1-\tfrac s2=1-2\sin^2\varphi=\cos2\varphi,\qquad
w^2h\left(1-\tfrac s4\right)=\frac{4\sin^2\varphi\cos^2\varphi}{h}=\frac{\sin^2 2\varphi}{h}.
\]
With \(S=\sin2\varphi>0\), the claim for \(n\) steps is
\[
A^n=\begin{pmatrix}\cos2n\varphi & h\sin(2n\varphi)/S\\ -S\sin(2n\varphi)/h&\cos2n\varphi\end{pmatrix}.
\]
At \(n=0\) this is the identity. Multiplying by one more \(A\) gives the upper entries
\[
\cos2n\varphi\cos2\varphi-\sin2n\varphi\sin2\varphi=\cos2(n+1)\varphi,
\]
\[
\frac hS\left(\cos2n\varphi\sin2\varphi+\sin2n\varphi\cos2\varphi\right)=\frac hS\sin2(n+1)\varphi .
\]
The lower left entry is
\[
-\frac Sh\left(\sin2n\varphi\cos2\varphi+\cos2n\varphi\sin2\varphi\right)=-\frac Sh\sin2(n+1)\varphi,
\]
and the lower right entry equals the upper left one. In the coordinates \((q,hv/S)\), each step is therefore a rotation by \(2\varphi\). Note that \(\varphi\) is half the angle per step.

In the proof, `hc` and `hl` are the two trigonometric identities, and `hA` rewrites the matrix with them. The induction uses the addition theorems, and `entries` splits the matrix equation into four scalar ones.

```lean
/-- If `h > 0` and `wh = 2 sin φ` with `0 < φ < π/2`, then `n` velocity Verlet steps are a
rotation by the angle `2nφ` in scaled position and velocity. -/
theorem verletMatrix_pow {w h φ : ℝ} (hh : 0 < h) (h0 : 0 < φ) (h1 : φ < π / 2)
    (hw : w * h = 2 * Real.sin φ) (n : ℕ) :
    verletMatrix w h ^ n =
      !![Real.cos (n * (2 * φ)), h * Real.sin (n * (2 * φ)) / Real.sin (2 * φ);
        -(Real.sin (2 * φ) * Real.sin (n * (2 * φ)) / h), Real.cos (n * (2 * φ))] := by
  have hs : Real.sin (2 * φ) ≠ 0 :=
    (Real.sin_pos_of_pos_of_lt_pi (by linarith) (by linarith)).ne'
  have hh' : h ≠ 0 := hh.ne'
  -- the entries of the matrix in terms of the angle
  have hc : 1 - (w * h) ^ 2 / 2 = Real.cos (2 * φ) := by
    rw [hw, Real.cos_two_mul]
    linear_combination (-2) * Real.sin_sq_add_cos_sq φ
  have hl : w ^ 2 * h * (1 - (w * h) ^ 2 / 4) = Real.sin (2 * φ) ^ 2 / h := by
    rw [eq_div_iff hh']
    have key := Real.sin_sq_add_cos_sq (2 * φ)
    rw [← hc] at key
    linear_combination (-1) * key
  have hA : verletMatrix w h =
      !![Real.cos (2 * φ), h; -(Real.sin (2 * φ) ^ 2 / h), Real.cos (2 * φ)] := by
    rw [verletMatrix, hc, hl]
  have entries : ∀ a b c d a' b' c' d' : ℝ, a = a' → b = b' → c = c' → d = d' →
      !![a, b; c, d] = !![a', b'; c', d'] := by
    rintro _ _ _ _ _ _ _ _ rfl rfl rfl rfl
    rfl
  -- each further step adds the angle 2φ
  induction n with
  | zero => simp [Matrix.one_fin_two]
  | succ n ih =>
    have e : ((n + 1 : ℕ) : ℝ) * (2 * φ) = n * (2 * φ) + 2 * φ := by
      push_cast
      ring
    rw [pow_succ, ih, hA, Matrix.mul_fin_two, e, Real.cos_add, Real.sin_add]
    apply entries <;> field_simp <;> ring
```

Q: You assumed \(wh<2\). Could an unstable step also bring everything back after some number of steps?

A: No, and the signs show it. Let \((a_m,b_m)\) be the first row of \(A^m\), and set \(\alpha_m=(-1)^ma_m\), \(\beta_m=-(-1)^mb_m\). Multiplying by \(A\) gives
\[
\alpha_{m+1}=\left(\tfrac s2-1\right)\alpha_m+w^2h\left(\tfrac s4-1\right)\beta_m,\qquad
\beta_{m+1}=h\alpha_m+\left(\tfrac s2-1\right)\beta_m .
\]
If \(wh\ge2\), then \(s\ge4\), so the first bracket is positive and the second is nonnegative. Starting from \(\alpha_0=1\), \(\beta_0=0\), we always have \(\alpha_m>0\) and \(\beta_m\ge0\). Hence \(\beta_{m+1}\ge h\alpha_m>0\): the position after one or more steps still depends on the initial velocity, which is impossible for the identity.

The code calls the row recursions `r0` and `r1`, and the sign pattern `signs`. Despite the name `no_return_above_limit`, the theorem includes \(wh=2\) itself.

```lean
/-- For `h > 0` and `wh ≥ 2`, no positive number of velocity Verlet steps is the identity. -/
theorem no_return_above_limit {w h : ℝ} (hh : 0 < h) (hw : 2 ≤ w * h) {n : ℕ} (hn : n ≠ 0) :
    verletMatrix w h ^ n ≠ 1 := by
  have hs : 4 ≤ (w * h) ^ 2 := by nlinarith
  have hd : 0 < (w * h) ^ 2 / 2 - 1 := by linarith
  have hc : 0 ≤ w ^ 2 * h * ((w * h) ^ 2 / 4 - 1) :=
    mul_nonneg (by positivity) (by linarith)
  -- recursion for the first row of the powers
  have r0 : ∀ m : ℕ, (verletMatrix w h ^ (m + 1)) 0 0 =
      (verletMatrix w h ^ m) 0 0 * (1 - (w * h) ^ 2 / 2)
        + (verletMatrix w h ^ m) 0 1 * (-(w ^ 2 * h * (1 - (w * h) ^ 2 / 4))) := by
    intro m
    rw [pow_succ, Matrix.mul_apply, Fin.sum_univ_two]
    rfl
  have r1 : ∀ m : ℕ, (verletMatrix w h ^ (m + 1)) 0 1 =
      (verletMatrix w h ^ m) 0 0 * h
        + (verletMatrix w h ^ m) 0 1 * (1 - (w * h) ^ 2 / 2) := by
    intro m
    rw [pow_succ, Matrix.mul_apply, Fin.sum_univ_two]
    rfl
  -- up to the alternating factor, the signs in the first row never change
  have signs : ∀ m : ℕ, 0 < (-1 : ℝ) ^ m * (verletMatrix w h ^ m) 0 0 ∧
      0 ≤ -((-1 : ℝ) ^ m * (verletMatrix w h ^ m) 0 1) := by
    intro m
    induction m with
    | zero => simp
    | succ m ih =>
      obtain ⟨ha, hb⟩ := ih
      rw [r0, r1, pow_succ (-1 : ℝ) m]
      constructor
      · have p := add_pos_of_pos_of_nonneg (mul_pos ha hd) (mul_nonneg hb hc)
        linarith
      · have p := add_nonneg (mul_pos ha hh).le (mul_nonneg hb hd.le)
        linarith
  obtain ⟨m, rfl⟩ := Nat.exists_eq_succ_of_ne_zero hn
  intro hA
  have h01 : (verletMatrix w h ^ (m + 1)) 0 1 = 0 := by
    rw [show verletMatrix w h ^ (m + 1) = 1 from hA]
    simp
  rw [r1] at h01
  obtain ⟨ha, hb⟩ := signs m
  have p := add_pos_of_pos_of_nonneg (mul_pos ha hh) (mul_nonneg hb hd.le)
  have z : (-1 : ℝ) ^ m * (verletMatrix w h ^ m) 0 0 * h
      + -((-1 : ℝ) ^ m * (verletMatrix w h ^ m) 0 1) * ((w * h) ^ 2 / 2 - 1) = 0 := by
    linear_combination (-1 : ℝ) ^ m * h01
  exact p.ne' z
```

Q: At \(wh=2\) I can start at rest with \(q=1\). The position then alternates between \(1\) and \(-1\), so this trajectory does repeat.

A: It does, after two steps. But with a nonzero initial velocity at the same step size, the swings grow without bound. The equation \(A^n=1\), where `1` is the identity matrix, demands that every initial state return, and that is the condition studied here.

Q: Then which step sizes satisfy it?

A: Suppose \(A^n=1\) with \(n\ge1\). The sign argument forces \(wh<2\), so \(\varphi=\arcsin(wh/2)\) lies strictly between \(0\) and \(\pi/2\). The upper left entry gives \(\cos2n\varphi=1\), hence \(2n\varphi=2\pi k\) for an integer \(k\), and \(\varphi=\pi k/n\). The bounds on \(\varphi\) become \(0<k\) and \(2k<n\). Thus
\[
wh=2\sin\frac{\pi k}{n},\qquad 0<k<\frac n2 .
\]
Conversely, for such a \(k\) the total angle is \(2\pi k\). Its cosine is one and its sine is zero, so the closed form is the identity.

The Lean proof follows both directions. `Real.cos_eq_one_iff` supplies the integer, the inequalities `hk0` and `hk1` bound it, and it is then converted to a natural number. For \(n=1\) and \(n=2\) no \(k\) is allowed, so one or two steps never return every state.

```lean
/-- For `w, h > 0` and `n ≥ 1`, `n` velocity Verlet steps are the identity exactly when
`wh = 2 sin(πk/n)` for some integer `k` with `0 < k < n/2`. -/
theorem resonance_iff {w h : ℝ} (hw : 0 < w) (hh : 0 < h) {n : ℕ} (hn : n ≠ 0) :
    verletMatrix w h ^ n = 1 ↔
      ∃ k : ℕ, 0 < k ∧ 2 * k < n ∧ w * h = 2 * Real.sin (π * k / n) := by
  have hnp : (0 : ℝ) < n := by exact_mod_cast Nat.pos_of_ne_zero hn
  have hwh : 0 < w * h := mul_pos hw hh
  constructor
  · intro hA
    have hlt : w * h < 2 := by
      by_contra hc
      exact no_return_above_limit hh (not_lt.1 hc) hn hA
    obtain ⟨φ, h0, h1, h2⟩ : ∃ φ : ℝ, 0 < φ ∧ φ < π / 2 ∧ w * h = 2 * Real.sin φ := by
      refine ⟨Real.arcsin (w * h / 2), Real.arcsin_pos.2 (by linarith),
        Real.arcsin_lt_pi_div_two.2 (by linarith), ?_⟩
      rw [Real.sin_arcsin (by linarith) (by linarith)]
      ring
    -- the total angle must be a whole number of turns
    rw [verletMatrix_pow hh h0 h1 h2] at hA
    have c : Real.cos (n * (2 * φ)) = 1 :=
      (congrFun (congrFun hA 0) 0).trans (Matrix.one_apply_eq 0)
    obtain ⟨k, hk⟩ := (Real.cos_eq_one_iff _).1 c
    have hk0 : (0 : ℝ) < k := by
      by_contra hc
      nlinarith [mul_nonneg (sub_nonneg.2 (not_lt.1 hc)) Real.pi_pos.le, mul_pos hnp h0]
    have hk1 : 2 * (k : ℝ) < n := by
      by_contra hc
      nlinarith [mul_nonneg (sub_nonneg.2 (not_lt.1 hc)) Real.pi_pos.le,
        mul_pos hnp (sub_pos.2 h1)]
    obtain ⟨m, rfl⟩ := Int.eq_ofNat_of_zero_le (show 0 ≤ k by exact_mod_cast hk0.le)
    simp only [Int.cast_natCast] at hk hk0 hk1
    refine ⟨m, by exact_mod_cast hk0, by exact_mod_cast hk1, ?_⟩
    have e : π * m / n = φ := by
      rw [div_eq_iff hnp.ne']
      linear_combination hk / 2
    rw [e]
    exact h2
  · rintro ⟨k, hk0, hk1, hk⟩
    have hk0' : (0 : ℝ) < k := by exact_mod_cast hk0
    have hk1' : 2 * (k : ℝ) < n := by exact_mod_cast hk1
    have h0 : 0 < π * k / n := div_pos (mul_pos Real.pi_pos hk0') hnp
    have h1 : π * k / n < π / 2 := by
      rw [div_lt_div_iff₀ hnp two_pos]
      nlinarith [mul_pos Real.pi_pos (sub_pos.2 hk1')]
    have e : (n : ℝ) * (2 * (π * k / n)) = k * (2 * π) := by
      have d : π * k / n * n = π * k := div_mul_cancel₀ _ hnp.ne'
      linear_combination 2 * d
    have hc : Real.cos (k * (2 * π)) = 1 := Real.cos_nat_mul_two_pi k
    have hs : Real.sin (k * (2 * π)) = 0 := by
      have p := Real.sin_sq_add_cos_sq (k * (2 * π))
      rw [hc] at p
      exact (pow_eq_zero_iff two_ne_zero).1 (by linarith)
    rw [verletMatrix_pow hh h0 h1 hk, e, hc, hs]
    simp [Matrix.one_fin_two]
```

Q: Does \(n\) have to be the first return?

A: Not in general: at \(wh=\sqrt3\), six steps are also the identity. For \(n=3\) and \(n=4\) it is the first return. One and two steps are already excluded, and if both three and four steps were the identity, then one step would be too.

For \(n=3\), the condition \(0<2k<3\) leaves only \(k=1\), so \(wh=2\sin(\pi/3)=\sqrt3\). In the proof, `omega` finds this \(k\), and `e` evaluates the sine. The theorem also records \(\sqrt3<2\).

```lean
/-- The 3:1 resonance: for `w, h > 0`, three velocity Verlet steps are the identity exactly
when `wh = √3`, and this value is below 2. -/
theorem three_step_resonance {w h : ℝ} (hw : 0 < w) (hh : 0 < h) :
    (verletMatrix w h ^ 3 = 1 ↔ w * h = Real.sqrt 3) ∧ Real.sqrt 3 < 2 := by
  have e : 2 * Real.sin (π * ((1 : ℕ) : ℝ) / ((3 : ℕ) : ℝ)) = Real.sqrt 3 := by
    rw [show π * ((1 : ℕ) : ℝ) / ((3 : ℕ) : ℝ) = π / 3 by norm_num, Real.sin_pi_div_three]
    ring
  refine ⟨?_, by rw [Real.sqrt_lt' two_pos]; norm_num⟩
  rw [resonance_iff hw hh (by norm_num)]
  constructor
  · rintro ⟨k, h0, h1, h2⟩
    obtain rfl : k = 1 := by omega
    exact h2.trans e
  · intro h2
    exact ⟨1, by norm_num, by norm_num, h2.trans e.symm⟩
```

A: For \(n=4\), the condition \(0<2k<4\) again leaves \(k=1\), and \(wh=2\sin(\pi/4)=\sqrt2<2\). The proof has the same form.

```lean
/-- The 4:1 resonance: for `w, h > 0`, four velocity Verlet steps are the identity exactly
when `wh = √2`, and this value is below 2. -/
theorem four_step_resonance {w h : ℝ} (hw : 0 < w) (hh : 0 < h) :
    (verletMatrix w h ^ 4 = 1 ↔ w * h = Real.sqrt 2) ∧ Real.sqrt 2 < 2 := by
  have e : 2 * Real.sin (π * ((1 : ℕ) : ℝ) / ((4 : ℕ) : ℝ)) = Real.sqrt 2 := by
    rw [show π * ((1 : ℕ) : ℝ) / ((4 : ℕ) : ℝ) = π / 4 by norm_num, Real.sin_pi_div_four]
    ring
  refine ⟨?_, by rw [Real.sqrt_lt' two_pos]; norm_num⟩
  rw [resonance_iff hw hh (by norm_num)]
  constructor
  · rintro ⟨k, h0, h1, h2⟩
    obtain rfl : k = 1 := by omega
    exact h2.trans e
  · intro h2
    exact ⟨1, by norm_num, by norm_num, h2.trans e.symm⟩

end

end VerletResonance
```

```lean
#print axioms VerletResonance.velocityVerlet_harmonic
#print axioms VerletResonance.det_and_trace
#print axioms VerletResonance.three_step_resonance
#print axioms VerletResonance.four_step_resonance
```

```
'VerletResonance.velocityVerlet_harmonic' depends on axioms: [propext, Classical.choice, Quot.sound]
'VerletResonance.det_and_trace' depends on axioms: [propext, Classical.choice, Quot.sound]
'VerletResonance.three_step_resonance' depends on axioms: [propext, Classical.choice, Quot.sound]
'VerletResonance.four_step_resonance' depends on axioms: [propext, Classical.choice, Quot.sound]
```

Q: Three steps per period should mean \(h=T/3\), with \(T=2\pi/w\). That gives \(wh=2\pi/3\approx2.09\), which is above the limit.

A: That would be right for the exact motion. Velocity Verlet runs the oscillator too fast: at \(wh=\sqrt3\) the three steps last \(3\sqrt3/w\), about \(0.83\,T\). At \(wh=\sqrt2\) the four steps last about \(0.90\,T\). The ratios 3:1 and 4:1 count steps per numerical period.

Q: Do the sign conditions on \(w\) and \(h\) matter, or are they decoration?

A: They matter. Take \(h=0\) and \(w=1\). Then \(A\) is the identity, so \(A^3=1\), although \(wh=0\). The three-step equivalence therefore fails if \(h>0\) is relaxed to \(h\ge0\). Similarly, \(w=-\sqrt3\), \(h=1\) gives \(A^3=1\) with \(wh=-\sqrt3\), because the matrix contains only \(w^2\). So \(w\ne0\) is not enough in place of \(w>0\).

Q: My remaining doubt is the word "resonance". At \(wh=\sqrt3\) your oscillator is perfectly well behaved.

A: Agreed. In these theorem names, "resonance" means exact return and nothing more. For a purely harmonic force the motion at these steps stays bounded. The trouble you described needs an anharmonic force, either within the bond or between it and other modes: when the numerical vibration meets such a perturbation at the same phases every three or four steps, its effects can accumulate instead of averaging out. Whether they do depends on the perturbation, and passing from exact return to actual growth takes a nonlinear analysis that I have not given you.

Q: So what may I use when I choose a time step?

A: For a single undamped harmonic mode integrated by velocity Verlet, you have the exact steps at which the numerical period is three or four steps long. In a molecular dynamics run, take \(w\) from the fastest vibrational mode in its harmonic approximation, and treat \(h=\sqrt2/w\) and \(h=\sqrt3/w\) as places to look for resonance, even though both satisfy \(wh<2\).
